# Switching time of a damped moment in a constant field, and its divergence for nearly antiparallel starts

A single magnetic moment without anisotropy points almost opposite to a constant applied field, and a simulation without thermal noise follows it as damping turns it towards the field. Exactly antiparallel, it feels no torque; slightly tilted, it starts slowly. How long does it take to reach a given angle, and how does that time depend on the initial tilt?

## One rigid moment in a constant field

Let m be the moment's direction, e_z the field direction, w the angular frequency of precession without damping (in radians per unit time), proportional to the field strength, and a the dimensionless damping constant. The Gilbert equation is

m' = −w m × e_z + a m × m'.

The model has a single moment and a constant field, without anisotropy or thermal noise. Its relaxation rate is r = aw/(1 + a²).

In Lean 4 with Mathlib:

```lean
import Mathlib

open Filter Topology Matrix
open scoped Real

namespace MacrospinSwitching

noncomputable section

/-- The relaxation rate `r = a w / (1 + a²)` for damping `a` and undamped precession frequency `w`.
-/
def rate (a w : ℝ) : ℝ := a * w / (1 + a ^ 2)
```

In `Gilbert`, the vector `v` stands for m'. The equation is a relation between `m` and `v`, with `v` on both sides. Components are numbered 0, 1, 2, so m₂ is the component along the field.

```lean
/-- The Gilbert equation `m' = -w m × e_z + a m × m'` for a moment `m` with velocity `v = m'`
in a field along the z axis. -/
def Gilbert (a w : ℝ) (m v : Fin 3 → ℝ) : Prop :=
  v = -(w • (m ⨯₃ ![0, 0, 1])) + a • (m ⨯₃ v)
```

The polar angle θ is measured from the field direction: π is antiparallel, 0 is aligned. `IsReversal` requires the polar equation θ' = −r sin θ at every real time, past and future.

```lean
/-- A reversal: a polar angle that stays strictly between `0` and `π` and obeys
`θ' = -r sin θ` at all times. -/
def IsReversal (a w : ℝ) (θ : ℝ → ℝ) : Prop :=
  ∀ t, θ t ∈ Set.Ioo 0 π ∧ HasDerivAt θ (-(rate a w * Real.sin (θ t))) t
```

The next two definitions are the candidate time for passing from angle p to angle q, and an explicit motion starting at p.

```lean
/-- The time `ln (tan (p/2) / tan (q/2)) / r` assigned to the passage from angle `p` to
angle `q`, for `p` and `q` in `(0, π)` and nonzero rate `r`. -/
def switchingTime (a w p q : ℝ) : ℝ :=
  Real.log (Real.tan (p / 2) / Real.tan (q / 2)) / rate a w

/-- The explicit trajectory `θ(t) = 2 arctan (tan (p/2) exp (-r t))`, for `p` in `(0, π)`. -/
def trajectory (a w p t : ℝ) : ℝ :=
  2 * Real.arctan (Real.tan (p / 2) * Real.exp (-(rate a w * t)))
```

## Positive damping and precession frequency

The condition a > 0 means that energy is lost, and w > 0 fixes the field along +z. Together they give r > 0. Obtaining the elapsed time by dividing by r uses only r ≠ 0; the divergence to +∞ uses the sign.

```lean
/-- The relaxation rate is positive for positive damping and precession frequency. -/
lemma rate_pos {a w : ℝ} (ha : 0 < a) (hw : 0 < w) : 0 < rate a w := by
  unfold rate
  positivity
```

If a = 0, the moment precesses at constant angle. It can be at π/2 at time 0 and again at time 1 or time 2, so no function of p and q gives the elapsed time. The time formula therefore needs r ≠ 0. If a > 0 and w < 0, then r < 0 and the formula tends to −∞ as p tends to π, so the divergence to +∞ fails for negative r.

## Angles strictly between 0 and π

The open interval excludes the two equilibria. Inside the interval sin θ > 0, which permits division by sin θ, and tan(θ/2) > 0, which permits the logarithm. `tan_half_pos` supplies the second inequality throughout the proofs.

```lean
/-- The tangent of half an angle in `(0, π)` is positive. -/
lemma tan_half_pos {p : ℝ} (hp : p ∈ Set.Ioo 0 π) : 0 < Real.tan (p / 2) := by
  obtain ⟨h0, h1⟩ := hp
  exact Real.tan_pos_of_pos_of_lt_pi_div_two (by linarith) (by linarith)
```

If π were allowed, the constant angle θ = π would solve the polar equation and remain at π for any length of time, so again the two angles would not determine the elapsed time.

## Unit length

The condition m · m = 1 says that m is a direction. Write v = m'. Both cross products in the Gilbert equation are orthogonal to m, so m · v = 0. Its third component is

v₂ = a(m₀v₁ − m₁v₀).

Inserting the first two components,

v₀ = −w m₁ + a(m₁v₂ − m₂v₁),
v₁ = w m₀ + a(m₂v₀ − m₀v₂),

gives

m₀v₁ − m₁v₀ = w(m₀² + m₁²) + a[m₂(m₀v₀ + m₁v₁) − v₂(m₀² + m₁²)].

Orthogonality replaces m₀v₀ + m₁v₁ by −m₂v₂, and unit length turns the right side into w(1 − m₂²) − a v₂. Hence

(1 + a²)v₂ = aw(1 − m₂²), or v₂ = r(1 − m₂²).

In the proof, `orth` is the orthogonality and `key` the last equation before division; `linear_combination` records the multiples of the component equations that are added. No signs of a and w are needed here.

```lean
/-- For a unit moment obeying the Gilbert equation, the component along the field changes
at the rate `m_z' = r (1 - m_z²)`. -/
theorem gilbert_axial {a w : ℝ} {m v : Fin 3 → ℝ} (h : Gilbert a w m v)
    (hm : m ⬝ᵥ m = 1) : v 2 = rate a w * (1 - m 2 ^ 2) := by
  unfold Gilbert at h
  have h0 := congrFun h 0
  have h1 := congrFun h 1
  have h2 := congrFun h 2
  simp [cross_apply] at h0 h1 h2
  simp only [dotProduct, Fin.sum_univ_three] at hm
  -- the velocity is orthogonal to the moment
  have orth : m 0 * v 0 + m 1 * v 1 + m 2 * v 2 = 0 := by
    linear_combination m 0 * h0 + m 1 * h1 + m 2 * h2
  have key : v 2 * (1 + a ^ 2) = a * w * (1 - m 2 ^ 2) := by
    linear_combination h2 + a * m 0 * h1 - a * m 1 * h0 + a ^ 2 * m 2 * orth
      + (a * w - a ^ 2 * v 2) * hm
  rw [rate, div_mul_eq_mul_div, eq_div_iff (by positivity)]
  exact key
```

Without a condition on the length this fails: m = (0, 0, 2) with v = 0 satisfies the Gilbert equation, but r(1 − m₂²) = −3r, which is not 0 when r ≠ 0.

## A differentiable polar angle

Put m₂ = cos θ. Differentiating and using the axial equation gives

−sin θ · θ' = r(1 − cos² θ) = r sin² θ,

and division by −sin θ yields θ' = −r sin θ. The proof compares the two derivatives of m₂ through `h1.unique` and cancels the positive sine.

```lean
/-- If a unit moment obeys the Gilbert equation and its polar angle is differentiable and
stays in `(0, π)`, then that angle obeys `θ' = -r sin θ`. -/
theorem reversal_of_gilbert {a w : ℝ} {m v : ℝ → Fin 3 → ℝ} {θ : ℝ → ℝ}
    (hm : ∀ t, HasDerivAt m (v t) t) (hG : ∀ t, Gilbert a w (m t) (v t))
    (hu : ∀ t, m t ⬝ᵥ m t = 1) (hθ : Differentiable ℝ θ)
    (hI : ∀ t, θ t ∈ Set.Ioo 0 π) (hz : ∀ t, m t 2 = Real.cos (θ t)) :
    IsReversal a w θ := by
  intro t
  refine ⟨hI t, ?_⟩
  have hs : 0 < Real.sin (θ t) := Real.sin_pos_of_pos_of_lt_pi (hI t).1 (hI t).2
  -- differentiate `m_z = cos θ` in two ways
  have h1 : HasDerivAt (fun s => m s 2) (v t 2) t := hasDerivAt_pi.1 (hm t) 2
  have e : (fun s => m s 2) = fun s => Real.cos (θ s) := funext hz
  rw [e] at h1
  have h3 := h1.unique (hθ t).hasDerivAt.cos
  rw [gilbert_axial (hG t) (hu t), hz t] at h3
  refine (hθ t).hasDerivAt.congr_deriv (mul_left_cancel₀ hs.ne' ?_)
  linear_combination h3 + rate a w * Real.sin_sq_add_cos_sq (θ t)
```

Differentiability of θ is a convenience here: for angles in (0, π), θ = arccos m₂, and arccos is differentiable on (−1, 1).

## The polar equation at all times

Physically, the field and damping stay constant throughout the passage. By hand,

d/dt ln tan(θ/2) = θ'/(2 sin(θ/2) cos(θ/2)) = θ'/sin θ = −r,

so for any times t₀ and t₁

ln tan(θ(t₁)/2) = ln tan(θ(t₀)/2) − r(t₁ − t₀).

The proof establishes this derivative as `hlog`, then shows that ln tan(θ/2) + rt has zero derivative and is therefore constant.

```lean
/-- Along a reversal, `ln tan (θ/2)` is an affine function of time with slope `-r`. -/
theorem log_tan_half_linear {a w : ℝ} {θ : ℝ → ℝ} (h : IsReversal a w θ) (t₀ t₁ : ℝ) :
    Real.log (Real.tan (θ t₁ / 2)) =
      Real.log (Real.tan (θ t₀ / 2)) - rate a w * (t₁ - t₀) := by
  have hlog : ∀ t, HasDerivAt (fun s => Real.log (Real.tan (θ s / 2))) (-rate a w) t := by
    intro t
    obtain ⟨hI, hd⟩ := h t
    obtain ⟨h0, h1⟩ := id hI
    have hs : 0 < Real.sin (θ t / 2) :=
      Real.sin_pos_of_pos_of_lt_pi (by linarith) (by linarith)
    have hc : 0 < Real.cos (θ t / 2) :=
      Real.cos_pos_of_mem_Ioo ⟨by linarith, by linarith⟩
    have ht : HasDerivAt (fun s => Real.tan (θ s / 2))
        (1 / Real.cos (θ t / 2) ^ 2 * (-(rate a w * Real.sin (θ t)) / 2)) t :=
by
      have h2 : HasDerivAt Real.tan (1 / Real.cos (θ t / 2) ^ 2) (θ t / 2) :=
        Real.hasDerivAt_tan hc.ne'
      have h3 := h2.comp t (hd.div_const 2)
      exact h3
    refine (ht.log (tan_half_pos hI).ne').congr_deriv ?_
    have e : Real.sin (θ t) = 2 * Real.sin (θ t / 2) * Real.cos (θ t / 2) := by
      rw [← Real.sin_two_mul]
      congr 1
      ring
    rw [e, Real.tan_eq_sin_div_cos]
    field_simp
  -- hence `ln tan (θ/2) + r t` is conserved
  have hf : ∀ t, HasDerivAt
      (fun s => Real.log (Real.tan (θ s / 2)) + rate a w * s) 0 t := fun t =>
    ((hlog t).fun_add ((hasDerivAt_id' t).const_mul (rate a w))).congr_deriv (by ring)
  have key := is_const_of_deriv_eq_zero (fun s => (hf s).differentiableAt)
    (fun s => (hf s).deriv) t₁ t₀
  beta_reduce at key
  linear_combination key
```

With θ(t₀) = p and θ(t₁) = q, solving for the time gives

t₁ − t₀ = ln(tan(p/2)/tan(q/2))/r.

The theorem does not require q < p; for q > p the elapsed time is negative, because q was passed earlier.

```lean
/-- For positive damping and precession frequency, a reversal that is at angle `p` at time
`t₀` and at angle `q` at time `t₁` has taken the time `ln (tan (p/2) / tan (q/2)) / r`. -/
theorem elapsed_eq_switchingTime {a w p q t₀ t₁ : ℝ} {θ : ℝ → ℝ} (ha : 0 < a) (hw : 0 < w)
    (h : IsReversal a w θ) (hp : θ t₀ = p) (hq : θ t₁ = q) :
    t₁ - t₀ = switchingTime a w p q := by
  subst hp hq
  have key := log_tan_half_linear h t₀ t₁
  rw [switchingTime, Real.log_div (tan_half_pos (h t₀).1).ne' (tan_half_pos (h t₁).1).ne',
    eq_div_iff (rate_pos ha hw).ne']
  linear_combination key
```

If the field is switched off for a while during the passage, the moment stands still and the passage takes that much longer than the formula says.

In a constant field, the polar equation does have a solution that passes from any p to any q in (0, π). Let x = tan(p/2)e^(−rt) and θ = 2 arctan x. Then x' = −rx and

θ' = 2x'/(1 + x²) = −r · 2x/(1 + x²) = −r sin θ.

At t = 0 the angle is p; at the switching time x = tan(q/2), so the angle is q. The proof checks the range, the derivative and these two values in turn.

```lean
/-- For positive damping and precession frequency and angles `p`, `q` in `(0, π)`, the
explicit trajectory is a reversal that starts at `p` and is at `q` at the switching time. -/
theorem trajectory_witness {a w p q : ℝ} (ha : 0 < a) (hw : 0 < w)
    (hp : p ∈ Set.Ioo 0 π) (hq : q ∈ Set.Ioo 0 π) :
    IsReversal a w (trajectory a w p) ∧ trajectory a w p 0 = p ∧
      trajectory a w p (switchingTime a w p q) = q := by
  have hr := (rate_pos ha hw).ne'
  have hP := tan_half_pos hp
  have hQ := tan_half_pos hq
  obtain ⟨hp0, hp1⟩ := hp
  obtain ⟨hq0, hq1⟩ := hq
  have hsin : ∀ x : ℝ, Real.sin (2 * Real.arctan x) = 2 * x / (1 + x ^ 2) := by
    intro x
    have h : Real.sqrt (1 + x ^ 2) ^ 2 = 1 + x ^ 2 := Real.sq_sqrt (by positivity)
    rw [Real.sin_two_mul, Real.sin_arctan, Real.cos_arctan]
    calc _ = 2 * x / Real.sqrt (1 + x ^ 2) ^ 2 := by ring
      _ = _ := by rw [h]
  refine ⟨fun t => ⟨⟨?_, ?_⟩, ?_⟩, ?_, ?_⟩
  · have := Real.arctan_pos.2 (mul_pos hP (Real.exp_pos (-(rate a w * t))))
    unfold trajectory
    linarith
  · have := Real.arctan_lt_pi_div_two (Real.tan (p / 2) * Real.exp (-(rate a w * t)))
    unfold trajectory
    linarith
  · have hl : HasDerivAt (fun s => -(rate a w * s)) (-rate a w) t :=
      ((hasDerivAt_id' t).const_mul (rate a w)).fun_neg.congr_deriv (by ring)
    refine ((hl.exp.const_mul (Real.tan (p / 2))).arctan.const_mul (2 : ℝ)).congr_deriv ?_
    rw [trajectory, hsin]
    ring
  · simp only [trajectory, mul_zero, neg_zero, Real.exp_zero, mul_one]
    rw [Real.arctan_tan (by linarith) (by linarith)]
    ring
  · have e : Real.tan (p / 2) * Real.exp (-(rate a w * switchingTime a w p q))
        = Real.tan (q / 2) := by
      have hc : rate a w * switchingTime a w p q
          = Real.log (Real.tan (p / 2) / Real.tan (q / 2)) := by
        unfold switchingTime
        field_simp
      rw [hc, Real.exp_neg, Real.exp_log (div_pos hP hQ)]
      field_simp
    rw [trajectory, e, Real.arctan_tan (by linarith) (by linarith)]
    ring
```

## A fixed target angle

The target q is the criterion for having switched, for example π/2. As p tends to π from below, tan(p/2) tends to +∞ while tan(q/2) stays fixed and positive, so the logarithm divided by r also tends to +∞. The proof composes these limits. The growth is only logarithmic: for a start at p = π − δ with a small tilt δ, tan(p/2) = 1/tan(δ/2) ≈ 2/δ, so a tilt ten times smaller lengthens the time by about (ln 10)/r. If the target moved with the start, q = p, the time would be 0 for every p.

```lean
/-- For positive damping and precession frequency and a fixed target angle `q` in `(0, π)`,
the switching time grows without bound as the initial angle tends to `π` from below. -/
theorem switchingTime_diverges {a w q : ℝ} (ha : 0 < a) (hw : 0 < w)
    (hq : q ∈ Set.Ioo 0 π) :
    Tendsto (fun p => switchingTime a w p q) (𝓝[<] π) atTop := by
  have h1 : Tendsto (fun p : ℝ => p / 2) (𝓝[<] π) (𝓝[<] (π / 2)) := by
    refine tendsto_nhdsWithin_iff.2 ⟨?_, ?_⟩
    · exact ((continuous_id.div_const 2).tendsto π).mono_left nhdsWithin_le_nhds
    · filter_upwards [self_mem_nhdsWithin] with p hp
      have hp' : p < π := hp
      show p / 2 < π / 2
      linarith
  have h2 := Real.tendsto_tan_pi_div_two.comp h1
  exact (Real.tendsto_log_atTop.comp
    (h2.atTop_div_const (tan_half_pos hq))).atTop_div_const (rate_pos ha hw)
```

For any simulation time T, starts close enough to π therefore have switching time above T. If such a motion had θ(t) ≤ q at some t ≤ T, monotonicity of the tangent and logarithm would make rt at least r times the switching time, hence greater than rT, a contradiction. The required closeness depends on T, q, a and w.

```lean
/-- For positive damping and precession frequency, any simulation time `T` and any target
angle `q` in `(0, π)`, every reversal started close enough to `π` is still above `q` at all
times up to `T`. -/
theorem not_switched_by {a w q : ℝ} (ha : 0 < a) (hw : 0 < w) (hq : q ∈ Set.Ioo 0 π)
    (T : ℝ) : ∀ᶠ p in 𝓝[<] π, ∀ θ : ℝ → ℝ, IsReversal a w θ → θ 0 = p →
      ∀ t ≤ T, q < θ t := by
  filter_upwards [(switchingTime_diverges ha hw hq).eventually_gt_atTop T]
    with p hp θ hθ h0 t ht
  subst h0
  have hr := rate_pos ha hw
  by_contra hn
  have hle : θ t ≤ q := not_lt.1 hn
  -- an angle at or below `q` would have too small a value of `ln tan (θ/2)`
  have hmono : Real.tan (θ t / 2) ≤ Real.tan (q / 2) := by
    rcases hle.eq_or_lt with h | h
    · rw [h]
    · have h1 := (hθ t).1.1
      have h2 := hq.2
      exact (Real.tan_lt_tan_of_lt_of_lt_pi_div_two (by linarith [Real.pi_pos])
        (by linarith) (by linarith)).le
  have hlog := Real.log_le_log (tan_half_pos (hθ t).1) hmono
  have key := log_tan_half_linear hθ 0 t
  rw [switchingTime, lt_div_iff₀ hr,
    Real.log_div (tan_half_pos (hθ 0).1).ne' (tan_half_pos hq).ne'] at hp
  have hT : t * rate a w ≤ T * rate a w := mul_le_mul_of_nonneg_right ht hr.le
  linarith

end

end MacrospinSwitching
```

For simulations of a single noiseless moment in a constant field, a run that ends unswitched may simply have started too near the antiparallel direction; it does not show that the initial state is stable.

```lean
#print axioms MacrospinSwitching.reversal_of_gilbert
#print axioms MacrospinSwitching.elapsed_eq_switchingTime
#print axioms MacrospinSwitching.switchingTime_diverges
#print axioms MacrospinSwitching.not_switched_by
```

```
'MacrospinSwitching.reversal_of_gilbert' depends on axioms: [propext, Classical.choice, Quot.sound]
'MacrospinSwitching.elapsed_eq_switchingTime' depends on axioms: [propext, Classical.choice, Quot.sound]
'MacrospinSwitching.switchingTime_diverges' depends on axioms: [propext, Classical.choice, Quot.sound]
'MacrospinSwitching.not_switched_by' depends on axioms: [propext, Classical.choice, Quot.sound]
```
